# Ground states of the nearest-neighbour Ising antiferromagnet on the periodic fcc lattice

Take the fcc lattice with periodic boundaries, $L \ge 2$ cubic cells along each axis, and a spin $s_p = \pm 1$ on every site $p$. There are $N = 4L^3$ sites. The sum $E(s)$ of $s_p s_q$ over nearest-neighbour bonds satisfies $E(s) \ge -2N$ for every configuration $s$, and at least $2^{2L}$ different configurations reach $-2N$.

## Physical setting

Lengths are measured in half the cubic lattice constant. A site is a triple $p = (x,y,z)$ of integers modulo $2L$ with $x+y+z$ even, and two sites are neighbours when they differ by one of the twelve permutations of $(\pm1,\pm1,0)$. The bond sum is

$$E(s) = \tfrac12 \sum_p \sum_{q \sim p} s_p s_q ,$$

where $q \sim p$ runs over the neighbours of $p$ and the factor $\tfrac12$ removes the double counting of bonds. With a coupling $J > 0$ the energy is $JE(s)$, so unlike neighbours are favoured. For a binary alloy, $s_p = \pm1$ labels the species on site $p$. The lattice contains triangles of mutual neighbours, so not all bonds can be unlike at once. For this periodic box with $L \ge 2$ and a nearest-neighbour pair term only, the result gives the exact minimum $-2J$ per site, a value against which a Monte Carlo or cluster-expansion ground-state search can be compared.

## Statement

For a sign function $\varepsilon$ from the integers modulo $2L$ to $\{\pm1\}$, the layered configuration is

$$s^{\varepsilon}(x,y,z) = \varepsilon(z)\,(-1)^x .$$

Inside each (001) plane, a plane of fixed $z$, neighbours have opposite spins. Reversing $\varepsilon(z)$ has the same effect as shifting that plane by $(1,1,0)$. For $L \ge 2$ the theorem `fcc_ground_states` states four things:

1. $N = 4L^3$;
2. $E(s) \ge -2N$ for every $s$;
3. $E(s^{\varepsilon}) = -2N$ for every $\varepsilon$;
4. the number of $s$ with $E(s) = -2N$ is at least $2^{2L}$.

The theorem `bondSum_bound` adds a criterion for equality in terms of tetrahedra, derived below.

## Derivation

*Site count.* Adding $(1,0,0)$ exchanges grid points of even and odd coordinate sum, so the sites are half of the $(2L)^3$ grid points and $N = 4L^3$.

*Neighbour vectors.* Let $v_0 = (0,0,0)$, $v_1 = (1,1,0)$, $v_2 = (1,0,1)$, $v_3 = (0,1,1)$ be the corners of an elementary tetrahedron. The differences $v_j - v_i$ with $i<j$ are $(1,1,0)$, $(1,0,1)$, $(0,1,1)$, $(0,-1,1)$, $(-1,0,1)$, $(-1,1,0)$, and with their negatives these are the twelve neighbour vectors. Their components lie in $\{-1,0,1\}$, so components of two such vectors differ by at most $2$, which is less than the period $2L \ge 4$. The twelve vectors therefore remain distinct modulo $2L$, and for any function $f$ on the sites

$$\sum_{q \sim p} f(q) = \sum_{i \ne j} f(p + v_j - v_i).$$

*Sum of squares.* Define the total spin of the tetrahedron based at $p$ as $T_p = \sum_{i=0}^{3} s(p+v_i)$. Expanding the square and replacing $p$ by $p - v_i$ in the term with indices $(i,j)$ gives

$$\sum_p T_p^2 = \sum_{i,j} \sum_p s(p+v_i)\,s(p+v_j) = \sum_p \sum_{i,j} s(p)\,s(p+v_j-v_i).$$

The four terms with $i=j$ each give $s(p)^2 = 1$, and the twelve others give $\sum_{q\sim p} s_p s_q$. Hence

$$\sum_p T_p^2 = 4N + 2E .$$

*Bound.* The left side is non-negative, so $E \ge -2N$, with equality exactly when $T_p = 0$ for every $p$.

*Layered states.* For $p = (x,y,z)$ the four corner spins, in the order $i = 0,1,2,3$, are $\varepsilon(z)(-1)^x$, $\varepsilon(z)(-1)^{x+1}$, $\varepsilon(z+1)(-1)^{x+1}$ and $\varepsilon(z+1)(-1)^x$. The first two cancel and the last two cancel, so $T_p = 0$ and $E = -2N$.

*Count.* The point $(z,0,z)$ is a site, and $s^{\varepsilon}(z,0,z) = \varepsilon(z)(-1)^z$ determines $\varepsilon(z)$. The $2^{2L}$ sign functions therefore give different configurations.

*Numbers for the smallest case.* For $L = 2$ there are $N = 32$ sites and $6N = 192$ bonds, the bound is $-64$, and there are at least $16$ ground states. A state with $E = -64$ has $64$ like and $128$ unlike bonds. With all spins up, $T_p = 4$ and $E = 192$, and the identity reads $32 \cdot 16 = 128 + 384$. Reversing one spin of a layered state changes four of the $T_p$ from $0$ to $\pm2$, so $\sum_p T_p^2 = 16$ and $E = -56$. This agrees with a direct count: the reversed site had four like and eight unlike neighbours, so its bonds go from $-4$ to $+4$.

*A counting error to avoid.* The tetrahedra $p + \{v_0,\dots,v_3\}$ are the $N$ tetrahedra of one orientation, and each bond lies in exactly one of them. The lattice has another $N$ of the inverted orientation. Summing the edge bound $(T^2-4)/2 \ge -2$ over all $2N$ tetrahedra counts each bond twice, and forgetting this gives $-4N$ in place of $-2N$.

## What the formal version assumes

`Cell L` is the grid of triples in `ZMod (2 * L)`, and `par L` is reduction modulo $2$, which is well defined because the period is even. `Site L` is the additive subgroup on which the three parities sum to zero. For a site `p` the coordinates $x,y,z$ are `p.1.1`, `p.1.2.1` and `p.1.2.2`. A configuration is a map `Site L → ℤˣ`, the units of the integers being $\pm1$, and `spin s p` is the same value as a real number. `Adj p q` says that $q - p$ is the reduction by `toCell` of some vector in `shell`. `bondSum` is $E$, `vertex L i` is $v_i$, `tet s p` is $T_p$, and `layered ε` is $s^{\varepsilon}$, with `parSign` supplying $(-1)^x$.

The model is a finite, rigid, periodic box with the same period along the three axes. There is no coupling constant, no field or chemical potential, no constraint on composition and no interaction beyond the first shell. The fourth claim is a lower bound and the ground states are not classified. It counts configurations as maps on labelled sites, without identifying those related by translation, rotation or global spin reversal.

The examples with specific numbers and specific configurations in these notes were worked on paper and are not theorems of the file. The count is not sharp: $s = (-1)^z$ puts two corners of each tetrahedron in plane $z$ and two in plane $z+1$, so all $T_p$ vanish, yet its in-plane neighbours are alike and it is not of the form $s^{\varepsilon}$. It is the L1$_0$ order stacked along $z$, while constant $\varepsilon$ gives the same order stacked along $x$.

The hypothesis `2 ≤ L` matters because `Adj` is a relation, so a pair of sites is one bond however many shell vectors join it. For $L = 1$ there are four sites, $+1 \equiv -1$ modulo $2$, and the twelve vectors collapse to three. Each site neighbours the other three, there are six bonds, and $E = (M^2 - 4)/2 \ge -2$ with $M$ the total spin. The inequality $E \ge -8$ remains true, but no configuration attains it, so the third and fourth claims fail. The identity fails as well: at $M = 0$ all $T_p$ vanish while $4N + 2E = 12$.

One direct way to compute the bond sum in a program is to loop over sites and over the twelve offsets taken modulo the period, then halve the total. For $L \ge 2$ this is `bondSum`, by `neighbour_sum`. In a single cubic cell the loop visits each neighbour four times and returns $-8$ for a layered state, where `bondSum` gives $-2$.

## The Lean file

```lean
import Mathlib

open Finset

namespace FccIsingGroundStates

noncomputable section

variable (L : ℕ)

instance periodNeZero [NeZero L] : NeZero (2 * L) := ⟨mul_ne_zero two_ne_zero (NeZero.ne L)⟩

/-- Points of the periodic cubic grid of period `2L`. -/
abbrev Cell := ZMod (2 * L) × ZMod (2 * L) × ZMod (2 * L)

/-- Parity of a coordinate taken modulo `2L`. -/
def par : ZMod (2 * L) →+* ZMod 2 := ZMod.castHom (dvd_mul_right 2 L) (ZMod 2)

/-- The fcc sites: grid points with even coordinate sum. -/
def Site : AddSubgroup (Cell L) where
  carrier := {p | par L p.1 + par L p.2.1 + par L p.2.2 = 0}
  add_mem' := by
    intro a b ha hb
    simp only [Set.mem_ofPred_eq, Prod.fst_add, Prod.snd_add, map_add] at *
    linear_combination ha + hb
  zero_mem' := by simp
  neg_mem' := by
    intro a ha
    simp only [Set.mem_ofPred_eq, Prod.fst_neg, Prod.snd_neg, map_neg] at *
    linear_combination -ha

instance siteFintype [NeZero L] : Fintype (Site L) := Fintype.ofFinite _

/-- An integer vector reduced modulo the period. -/
def toCell (d : ℤ × ℤ × ℤ) : Cell L := (d.1, d.2.1, d.2.2)

/-- The twelve permutations of `(±1, ±1, 0)`. -/
def shell : List (ℤ × ℤ × ℤ) :=
  [(1, 1, 0), (1, -1, 0), (-1, 1, 0), (-1, -1, 0), (1, 0, 1), (1, 0, -1),
   (-1, 0, 1), (-1, 0, -1), (0, 1, 1), (0, 1, -1), (0, -1, 1), (0, -1, -1)]

/-- Corners of the elementary tetrahedron, as integer vectors. -/
def corner : Fin 4 → ℤ × ℤ × ℤ := ![(0, 0, 0), (1, 1, 0), (1, 0, 1), (0, 1, 1)]

/-- Corners of the elementary tetrahedron, as fcc sites. -/
def vertex (i : Fin 4) : Site L := ⟨toCell L (corner i), by
  show par L ((corner i).1 : ℤ) + par L ((corner i).2.1 : ℤ) + par L ((corner i).2.2 : ℤ) = 0
  simp only [map_intCast]
  revert i
  decide⟩

/-- The sign `(-1)^t` of a parity `t`. -/
def parSign (t : ZMod 2) : ℤˣ := if t = 0 then 1 else -1

variable {L}

/-- Two sites are neighbours if they differ by a permutation of `(±1, ±1, 0)`. -/
def Adj (p q : Site L) : Prop := ∃ d ∈ shell, q.1 = p.1 + toCell L d

instance adjDecidable (p q : Site L) : Decidable (Adj p q) := Classical.dec _

/-- The spin `±1` at a site, as a real number. -/
def spin (s : Site L → ℤˣ) (p : Site L) : ℝ := ((s p : ℤ) : ℝ)

/-- The bond sum: half the sum of `s_p s_q` over ordered pairs of neighbours. -/
def bondSum [NeZero L] (s : Site L → ℤˣ) : ℝ :=
  (1 / 2) * ∑ p, ∑ q, if Adj p q then spin s p * spin s q else 0

/-- Total spin of the elementary tetrahedron based at `p`. -/
def tet (s : Site L → ℤˣ) (p : Site L) : ℝ := ∑ i, spin s (p + vertex L i)

/-- The layered configuration `s(x, y, z) = ε(z) (-1)^x`. -/
def layered (ε : ZMod (2 * L) → ℤˣ) : Site L → ℤˣ :=
  fun p => ε p.1.2.2 * parSign (par L p.1.1)

/-- The periodic fcc lattice has `4 L^3` sites. -/
theorem card_site [NeZero L] : Fintype.card (Site L) = 4 * L ^ 3 := by
  have key : ∀ t : ZMod 2, (t + 1 = 0 ∧ ¬t = 0) ∨ (t = 0 ∧ ¬t + 1 = 0) := by decide
  have hidx : (Site L).index = 2 := by
    refine AddSubgroup.index_eq_two_iff.2 ⟨(1, 0, 0), fun b => ?_⟩
    have e : par L (b + (1, 0, 0)).1 + par L (b + (1, 0, 0)).2.1 + par L (b + (1, 0, 0)).2.2
        = par L b.1 + par L b.2.1 + par L b.2.2 + 1 := by
      simp only [Prod.fst_add, Prod.snd_add, map_add, map_one, map_zero]
      ring
    have k := key (par L b.1 + par L b.2.1 + par L b.2.2)
    rw [← e] at k
    exact k
  have h := (Site L).card_mul_index
  rw [hidx] at h
  simp only [Nat.card_eq_fintype_card, Fintype.card_prod, ZMod.card] at h
  exact Nat.eq_of_mul_eq_mul_right (by norm_num : 0 < 2) (h.trans (by ring))

/-- Neighbours are the sites reached along an oriented edge of the elementary tetrahedron. -/
theorem adj_iff (p q : Site L) :
    Adj p q ↔ ∃ i j, i ≠ j ∧ q = p + (vertex L j - vertex L i) := by
  have hv : ∀ i j, (p + (vertex L j - vertex L i)).1
      = p.1 + toCell L (corner j - corner i) := by
    intro i j
    have : toCell L (corner j - corner i) = toCell L (corner j) - toCell L (corner i) := by
      simp [toCell]
    rw [this]
    rfl
  have h1 : ∀ d ∈ shell, ∃ i j, i ≠ j ∧ d = corner j - corner i := by decide
  have h2 : ∀ i j, i ≠ j → corner j - corner i ∈ shell := by decide
  constructor
  · rintro ⟨d, hd, hq⟩
    obtain ⟨i, j, hij, rfl⟩ := h1 d hd
    exact ⟨i, j, hij, Subtype.ext (hq.trans (hv i j).symm)⟩
  · rintro ⟨i, j, hij, rfl⟩
    exact ⟨_, h2 i j hij, hv i j⟩

set_option maxRecDepth 8000 in
/-- For `L ≥ 2` different oriented edges of the tetrahedron give different lattice vectors. -/
theorem edge_injective (hL : 2 ≤ L) {i j k l : Fin 4} (hij : i ≠ j) (hkl : k ≠ l)
    (h : vertex L j - vertex L i = vertex L l - vertex L k) : i = k ∧ j = l := by
  -- differences of size at most 2 are not wrapped by a period of at least 4
  have key : ∀ a b c d : ℤ, (a : ZMod (2 * L)) - b = c - d → |c - d - (a - b)| ≤ 2 →
      a - b = c - d := by
    intro a b c d e hb
    have e' : ((a - b : ℤ) : ZMod (2 * L)) = ((c - d : ℤ) : ZMod (2 * L)) := by
      push_cast
      exact e
    have hd := (ZMod.intCast_eq_intCast_iff_dvd_sub _ _ _).1 e'
    have := Int.eq_zero_of_abs_lt_dvd hd (lt_of_le_of_lt hb (by omega))
    omega
  have hb : ∀ i j k l : Fin 4,
      |(corner l).1 - (corner k).1 - ((corner j).1 - (corner i).1)| ≤ 2 ∧
      |(corner l).2.1 - (corner k).2.1 - ((corner j).2.1 - (corner i).2.1)| ≤ 2 ∧
      |(corner l).2.2 - (corner k).2.2 - ((corner j).2.2 - (corner i).2.2)| ≤ 2 := by decide
  have fin : ∀ i j k l : Fin 4, i ≠ j → k ≠ l →
      ((corner j).1 - (corner i).1 = (corner l).1 - (corner k).1 ∧
      (corner j).2.1 - (corner i).2.1 = (corner l).2.1 - (corner k).2.1 ∧
      (corner j).2.2 - (corner i).2.2 = (corner l).2.2 - (corner k).2.2) →
      i = k ∧ j = l := by decide
  obtain ⟨b1, b2, b3⟩ := hb i j k l
  exact fin i j k l hij hkl
    ⟨key (corner j).1 (corner i).1 (corner l).1 (corner k).1
        (congrArg (fun p : Site L => p.1.1) h) b1,
      key (corner j).2.1 (corner i).2.1 (corner l).2.1 (corner k).2.1
        (congrArg (fun p : Site L => p.1.2.1) h) b2,
      key (corner j).2.2 (corner i).2.2 (corner l).2.2 (corner k).2.2
        (congrArg (fun p : Site L => p.1.2.2) h) b3⟩

/-- For `L ≥ 2` a sum over the neighbours of `p` is a sum over oriented tetrahedron edges. -/
theorem neighbour_sum [NeZero L] (hL : 2 ≤ L) (f : Site L → ℝ) (p : Site L) :
    ∑ q, (if Adj p q then f q else 0) =
      ∑ e ∈ univ.filter (fun e : Fin 4 × Fin 4 => e.1 ≠ e.2),
        f (p + (vertex L e.2 - vertex L e.1)) := by
  rw [← Finset.sum_filter]
  symm
  refine Finset.sum_bij (fun e _ => p + (vertex L e.2 - vertex L e.1)) ?_ ?_ ?_ (fun _ _ => rfl)
  · intro e he
    exact mem_filter.2 ⟨mem_univ _, (adj_iff _ _).2 ⟨e.1, e.2, (mem_filter.1 he).2, rfl⟩⟩
  · intro a ha b hb h
    have := edge_injective hL (mem_filter.1 ha).2 (mem_filter.1 hb).2 (add_left_cancel h)
    exact Prod.ext this.1 this.2
  · intro q hq
    obtain ⟨i, j, hij, rfl⟩ := (adj_iff _ _).1 (mem_filter.1 hq).2
    exact ⟨(i, j), mem_filter.2 ⟨mem_univ _, hij⟩, rfl⟩

/-- For `L ≥ 2` the squares of `tet s p` over all sites `p` sum to `4N` plus twice the bond sum. -/
theorem sum_tet_sq [NeZero L] (hL : 2 ≤ L) (s : Site L → ℤˣ) :
    ∑ p, tet s p ^ 2 = 4 * (Fintype.card (Site L) : ℝ) + 2 * bondSum s := by
  have hsq : ∀ p, spin s p * spin s p = 1 := fun p => by
    rcases Int.units_eq_one_or (s p) with h | h <;> simp [spin, h]
  -- translation invariance of the lattice sum
  have corr : ∀ i j, ∑ p, spin s (p + vertex L i) * spin s (p + vertex L j)
      = ∑ p, spin s p * spin s (p + (vertex L j - vertex L i)) := fun i j =>
    Fintype.sum_equiv (Equiv.addRight (vertex L i)) _ _ fun p => by
      have : p + vertex L i + (vertex L j - vertex L i) = p + vertex L j := by abel
      simp only [Equiv.coe_addRight]
      rw [this]
  -- diagonal terms give 4, the others give the bonds at p
  have loc : ∀ p, ∑ i, ∑ j, spin s p * spin s (p + (vertex L j - vertex L i))
      = 4 + ∑ q, if Adj p q then spin s p * spin s q else 0 := by
    intro p
    rw [neighbour_sum hL (fun q => spin s p * spin s q) p, Finset.sum_filter,
      Fintype.sum_prod_type]
    simp [Fin.sum_univ_four, hsq]
    ring
  calc ∑ p, tet s p ^ 2
      = ∑ p, ∑ i, ∑ j, spin s (p + vertex L i) * spin s (p + vertex L j) := by
        simp only [tet, sq, Finset.sum_mul_sum]
    _ = ∑ i, ∑ j, ∑ p, spin s (p + vertex L i) * spin s (p + vertex L j) := by
        rw [Finset.sum_comm]
        exact sum_congr rfl fun i _ => Finset.sum_comm
    _ = ∑ i, ∑ j, ∑ p, spin s p * spin s (p + (vertex L j - vertex L i)) :=
        sum_congr rfl fun i _ => sum_congr rfl fun j _ => corr i j
    _ = ∑ p, ∑ i, ∑ j, spin s p * spin s (p + (vertex L j - vertex L i)) := by
        symm
        rw [Finset.sum_comm]
        exact sum_congr rfl fun i _ => Finset.sum_comm
    _ = ∑ p, (4 + ∑ q, if Adj p q then spin s p * spin s q else 0) :=
        sum_congr rfl fun p _ => loc p
    _ = _ := by
        rw [sum_add_distrib, sum_const, card_univ, nsmul_eq_mul, bondSum]
        ring

/-- For `L ≥ 2` the bond sum is at least `-2N`, with equality exactly when
every lattice translate of the elementary
tetrahedron has total spin zero. -/
theorem bondSum_bound [NeZero L] (hL : 2 ≤ L) (s : Site L → ℤˣ) :
    -2 * (Fintype.card (Site L) : ℝ) ≤ bondSum s ∧
      (bondSum s = -2 * (Fintype.card (Site L) : ℝ) ↔ ∀ p, tet s p = 0) := by
  have h := sum_tet_sq hL s
  have h0 : 0 ≤ ∑ p, tet s p ^ 2 := sum_nonneg fun p _ => sq_nonneg _
  refine ⟨by linarith, fun hE p => ?_, fun ht => ?_⟩
  · have hz : ∑ p, tet s p ^ 2 = 0 := by linarith
    exact pow_eq_zero_iff two_ne_zero |>.1
      ((sum_eq_zero_iff_of_nonneg fun p _ => sq_nonneg _).1 hz p (mem_univ p))
  · have hz : ∑ p, tet s p ^ 2 = 0 := sum_eq_zero fun p _ => by simp [ht p]
    linarith

/-- In a layered configuration the elementary tetrahedron based at any site `p` has total spin zero. -/
theorem tet_layered (ε : ZMod (2 * L) → ℤˣ) (p : Site L) : tet (layered ε) p = 0 := by
  have flip : ∀ t, parSign (t + 1) = -parSign t := by decide
  have hx : ∀ i, (p + vertex L i).1.1 = p.1.1 + ((corner i).1 : ℤ) := fun _ => rfl
  have hz : ∀ i, (p + vertex L i).1.2.2 = p.1.2.2 + ((corner i).2.2 : ℤ) := fun _ => rfl
  simp only [tet, Fin.sum_univ_four, spin, layered, hx, hz]
  simp [corner, flip]

/-- Different plane signs `ε` give different layered configurations. -/
theorem layered_injective :
    Function.Injective (layered : (ZMod (2 * L) → ℤˣ) → Site L → ℤˣ) := by
  intro ε ε' h
  funext z
  have hz : ((z, 0, z) : Cell L) ∈ Site L := by
    show par L z + par L 0 + par L z = 0
    have : ∀ t : ZMod 2, t + 0 + t = 0 := by decide
    rw [map_zero]
    exact this _
  exact mul_right_cancel (congrFun h ⟨_, hz⟩)

/-- For `L ≥ 2` there are `N = 4 L^3` sites, the bond sum is at least `-2N`, every layered
configuration attains `-2N`, and at least `2^(2L)` configurations attain it. -/
theorem fcc_ground_states [NeZero L] (hL : 2 ≤ L) :
    Fintype.card (Site L) = 4 * L ^ 3 ∧
    (∀ s : Site L → ℤˣ, -2 * (Fintype.card (Site L) : ℝ) ≤ bondSum s) ∧
    (∀ ε : ZMod (2 * L) → ℤˣ, bondSum (layered ε) = -2 * (Fintype.card (Site L) : ℝ)) ∧
    2 ^ (2 * L) ≤
      Nat.card {s : Site L → ℤˣ // bondSum s = -2 * (Fintype.card (Site L) : ℝ)} := by
  have hε : ∀ ε : ZMod (2 * L) → ℤˣ,
      bondSum (layered ε) = -2 * (Fintype.card (Site L) : ℝ) :=
    fun ε => (bondSum_bound hL _).2.2 (tet_layered ε)
  refine ⟨card_site, fun s => (bondSum_bound hL s).1, hε, ?_⟩
  have hc : Nat.card (ZMod (2 * L) → ℤˣ) = 2 ^ (2 * L) := by
    rw [Nat.card_eq_fintype_card, Fintype.card_fun, ZMod.card, Fintype.card_units_int]
  rw [← hc]
  exact Nat.card_le_card_of_injective (fun ε => ⟨layered ε, hε ε⟩)
    fun a b h => layered_injective (congrArg Subtype.val h)

end

end FccIsingGroundStates
```

```lean
#print axioms FccIsingGroundStates.fcc_ground_states
```

```
'FccIsingGroundStates.fcc_ground_states' depends on axioms: [propext, Classical.choice, Quot.sound]
```

## Notes on the proof

`card_site` shows that `Site L` has index two, using `AddSubgroup.index_eq_two_iff` with the element $(1,0,0)$: for every grid point $b$, exactly one of $b$ and $b + (1,0,0)$ is a site. Then `card_mul_index` gives $2N = (2L)^3$. This holds for every $L \ge 1$.

`adj_iff` identifies the shell with the differences $v_j - v_i$, $i \ne j$. Both inclusions, `h1` and `h2`, are finite checks on integer vectors done by `decide`.

`edge_injective` is the one place where `hL` is used arithmetically. Its step `key` says that two integer differences congruent modulo $2L$ and at most $2$ apart are equal, because a multiple of $2L \ge 4$ with absolute value at most $2$ is zero. The step `hb` supplies the bound $2$ for each coordinate, and `fin` concludes that equal integer vectors come from the same ordered pair.

`neighbour_sum` turns these two lemmas into the bijection, through `Finset.sum_bij`, from ordered pairs $(i,j)$ with $i \ne j$ to the neighbours of $p$: well defined and onto by `adj_iff`, one-to-one by `edge_injective`.

`sum_tet_sq` follows the displayed computation. The `calc` block expands the square, moves the site sum inside, applies `corr`, which is the shift by $v_i$ written with `Equiv.addRight`, and moves the site sum outside again. The step `loc` splits the sixteen terms at a site into $4$, from `hsq`, plus the neighbour sum.

`bondSum_bound` obtains the inequality by `linarith` from the identity and non-negativity. For the equivalence it uses that a sum of squares vanishes exactly when each term does.

`tet_layered` reads off the $x$ and $z$ coordinates of the four corners in `hx` and `hz`, and `flip` is $(-1)^{x+1} = -(-1)^x$ on parities. `layered_injective` evaluates both configurations at $(z,0,z)$ and cancels the common factor $(-1)^z$. Neither lemma needs a condition on $L$.

`fcc_ground_states` collects these. The number of sign functions is $2^{2L}$ by `hc`, and `Nat.card_le_card_of_injective` carries it into the set of configurations with $E = -2N$.
